# Norms stay bounded when a fixed similarity transform of a finite Hermitian Hamiltonian is propagated

Let $H$ be a finite Hermitian matrix and $T$ any complex matrix of the same size, both constant in time. Set $\hbar=1$ and define

$$\bar H=e^{-T}He^{T},\qquad \psi(s)=e^{-is\bar H}v,\qquad s\in\mathbb R .$$

Vectors carry the Euclidean norm and matrices the operator norm it induces. A dagger denotes the conjugate transpose. In coupled-cluster theory $T$ is the cluster operator, but its nilpotency is not needed for the bound.

## A time-independent bound and a test for conservation

For all real $s$ and all $v$,

$$\|e^{-is\bar H}v\|\le \kappa\,\|v\|,\qquad \kappa=\|e^{T}\|\,\|e^{-T}\|.$$

The norm equals $\|v\|$ for all $s$ and $v$ exactly when $\bar H$ is Hermitian.

## Norm monitoring in a propagation code

For a full finite matrix $\bar H$ with fixed amplitudes, a ket norm that varies in time is not by itself a sign of instability in a real-time coupled-cluster simulation. A check can compare the norm with $\kappa\|v\|$ instead of $\|v\|$, or monitor $\|e^{T}\psi(s)\|$, which is constant.

## Undoing the similarity transformation

Since $e^{T}e^{-T}=1$, we have $\bar H^k=e^{-T}H^ke^{T}$ for every $k$. Summing the exponential series gives

$$e^{-is\bar H}=e^{-T}e^{-isH}e^{T}.$$

Because $H^\dagger=H$, the adjoint of $e^{-isH}$ is its inverse $e^{isH}$, so $e^{-isH}$ preserves norms. Hence

$$\|e^{-is\bar H}v\|\le\|e^{-T}\|\,\|e^{-isH}e^{T}v\|=\|e^{-T}\|\,\|e^{T}v\|\le\kappa\|v\|.$$

Multiplying the propagator identity by $e^{T}$ from the left also gives $\|e^{T}\psi(s)\|=\|e^{T}v\|$.

The same argument bounds the norm from below: propagating $\psi(s)$ back by $-s$ yields $\|v\|\le\kappa\|\psi(s)\|$.

For the conservation criterion, take any matrix $A$ and $U(s)=e^{-isA}$. If $A$ is Hermitian, $U(s)^\dagger U(s)=e^{isA}e^{-isA}=1$. Conversely, if all norms are conserved, polarisation gives $U(s)^\dagger U(s)=1$ for every $s$. At $-s$ this reads $e^{-isA^\dagger}e^{isA}=1$. Since also $e^{-isA}e^{isA}=1$, cancelling the invertible factor $e^{isA}$ gives $e^{-isA^\dagger}=e^{-isA}$. Differentiation at $s=0$ gives $-iA^\dagger=-iA$, so $A^\dagger=A$.

A two-level model shows the norm oscillating. Take $H=\mathrm{diag}(0,1)$ and let $T$ have the single nonzero entry $T_{01}=t$, with indices 0 and 1. Then $T^2=0$ and $e^{\pm T}=1\pm T$. The upper state evolves through

$$(0,1)\xrightarrow{e^T}(t,1)\xrightarrow{e^{-isH}}(t,e^{-is})\xrightarrow{e^{-T}}(t(1-e^{-is}),e^{-is}).$$

As $|1-e^{-is}|^2=(1-\cos s)^2+\sin^2 s=2(1-\cos s)$,

$$\|\psi(s)\|^2=1+2|t|^2(1-\cos s).$$

The norm returns to 1 at every multiple of $2\pi$; in the limit $t=0$ it never leaves 1. Here $T$ lowers the energy. An excitation acting on the lower state gives the same formula.

## The bound, the criterion and the two-level model in Lean

```lean
import Mathlib

open Matrix
open Complex (I)
open NormedSpace (exp)
open scoped Matrix.Norms.L2Operator

namespace CoupledClusterPropagation

noncomputable section

variable {n : Type*} [Fintype n] [DecidableEq n]

/-- The similarity-transformed Hamiltonian `exp(-T) H exp(T)`. -/
def simHam (H T : Matrix n n ℂ) : Matrix n n ℂ := exp (-T) * H * exp T

/-- The real-time propagator `exp(-i s A)` generated by the matrix `A`. -/
def propagator (A : Matrix n n ℂ) (s : ℝ) : Matrix n n ℂ := exp ((-I * (s : ℂ)) • A)

/-- The action of a matrix on a state vector with the Euclidean norm. -/
def act (M : Matrix n n ℂ) (v : EuclideanSpace ℂ n) : EuclideanSpace ℂ n :=
  WithLp.toLp 2 (M *ᵥ v.ofLp)

omit [DecidableEq n] in
/-- Acting with a product of matrices is acting with one after the other. -/
theorem act_mul (M N : Matrix n n ℂ) (v : EuclideanSpace ℂ n) :
    act (M * N) v = act M (act N v) := by
  simp [act, Matrix.mulVec_mulVec]

/-- A matrix preserves the norm of every state exactly when `Uᴴ U = 1`. -/
theorem norm_act_iff (U : Matrix n n ℂ) :
    (∀ v, ‖act U v‖ = ‖v‖) ↔ Uᴴ * U = 1 := by
  let Φ := Matrix.toEuclideanCLM (n := n) (𝕜 := ℂ)
  have h := ContinuousLinearMap.norm_map_iff_adjoint_comp_self (Φ U)
  have e : ContinuousLinearMap.adjoint (Φ U) ∘L Φ U = Φ (Uᴴ * U) := by
    rw [map_mul, ← Matrix.star_eq_conjTranspose, map_star]
    rfl
  refine h.trans ⟨fun k => ?_, fun k => by rw [e, k, map_one]⟩
  have k' : Φ (Uᴴ * U) = Φ 1 := by rw [← e, k, map_one]
  exact EquivLike.injective Φ k'

/-- The propagator of the similarity-transformed Hamiltonian is the similarity-transformed
propagator of `H`. -/
theorem propagator_simHam (H T : Matrix n n ℂ) (s : ℝ) :
    propagator (simHam H T) s = exp (-T) * propagator H s * exp T := by
  unfold propagator simHam
  rw [Matrix.exp_neg, ← Matrix.exp_conj' _ _ (Matrix.isUnit_exp T),
    Matrix.mul_smul, Matrix.smul_mul]

/-- Propagation by `s` followed by propagation by `-s` restores the initial state. -/
theorem propagator_neg_mul (A : Matrix n n ℂ) (s : ℝ) :
    propagator A (-s) * propagator A s = 1 := by
  have h : propagator A (-s) = (propagator A s)⁻¹ := by
    unfold propagator
    rw [← Matrix.exp_neg]
    congr 1
    push_cast
    module
  rw [h]
  exact Matrix.nonsing_inv_mul _
    ((Matrix.isUnit_iff_isUnit_det _).1 (Matrix.isUnit_exp _))

/-- For any matrix `A`, the propagator `exp(-i s A)` conserves the norm of every state at all
real times exactly when `A` is Hermitian. -/
theorem norm_conserved_iff (A : Matrix n n ℂ) :
    (∀ (s : ℝ) (v : EuclideanSpace ℂ n), ‖act (propagator A s) v‖ = ‖v‖) ↔
      A.IsHermitian := by
  have hstar : ∀ s : ℝ, (propagator A s)ᴴ = propagator Aᴴ (-s) := by
    intro s
    unfold propagator
    rw [← Matrix.exp_conjTranspose, Matrix.conjTranspose_smul]
    simp
  constructor
  · intro h
    -- the propagators of `Aᴴ` and `A` are both inverse to the same matrix
    have heq : ∀ s : ℝ, propagator A s = propagator Aᴴ s := by
      intro s
      have h1 := (norm_act_iff _).1 (h (-s))
      rw [hstar, neg_neg] at h1
      have h2 := propagator_neg_mul A (-s)
      rw [neg_neg] at h2
      exact (Matrix.isUnit_exp _).mul_right_cancel (h2.trans h1.symm)
    -- compare the time derivatives at `s = 0`
    have : CompleteSpace (Matrix n n ℂ) := FiniteDimensional.complete ℂ _
    have h1 := fun B : Matrix n n ℂ =>
      hasDerivAt_exp_smul_const (𝕂 := ℂ) B (-I * ((0 : ℝ) : ℂ))
    have h2 : HasDerivAt (fun s : ℝ => -I * (s : ℂ)) (-I) 0 := by
      simpa using (hasDerivAt_id (0 : ℝ)).ofReal_comp.const_mul (-I)
    have d1 := HasDerivAt.scomp (0 : ℝ) (h1 Aᴴ) h2
    have d2 := HasDerivAt.scomp (0 : ℝ) (h1 A) h2
    have key := d1.unique (d2.congr_of_eventuallyEq
      (Filter.Eventually.of_forall fun s => (heq s).symm))
    change Aᴴ = A
    simpa [NormedSpace.exp_zero] using key
  · intro hA s
    rw [norm_act_iff, hstar, hA.eq]
    exact propagator_neg_mul A s

/-- For Hermitian `H`, the norm of `exp(T) ψ(s)` is constant in time when `ψ` is propagated
with the similarity-transformed Hamiltonian. -/
theorem dressed_norm_conserved {H : Matrix n n ℂ} (hH : H.IsHermitian) (T : Matrix n n ℂ)
    (s : ℝ) (v : EuclideanSpace ℂ n) :
    ‖act (exp T) (act (propagator (simHam H T) s) v)‖ = ‖act (exp T) v‖ := by
  have hT : exp T * exp (-T) = 1 := by
    rw [Matrix.exp_neg]
    exact Matrix.mul_nonsing_inv _
      ((Matrix.isUnit_iff_isUnit_det _).1 (Matrix.isUnit_exp _))
  rw [← act_mul, propagator_simHam, ← mul_assoc, ← mul_assoc, hT, one_mul, act_mul]
  exact (norm_conserved_iff H).2 hH s _

/-- For Hermitian `H`, propagation with `exp(-T) H exp(T)` increases norms at most by the factor
`‖exp(T)‖ ‖exp(-T)‖` at all real times, and it conserves all norms at all times exactly when
`exp(-T) H exp(T)` is Hermitian. -/
theorem bounded_and_conserved_iff {H : Matrix n n ℂ} (hH : H.IsHermitian)
    (T : Matrix n n ℂ) :
    (∀ (s : ℝ) (v : EuclideanSpace ℂ n),
      ‖act (propagator (simHam H T) s) v‖ ≤ ‖exp T‖ * ‖exp (-T)‖ * ‖v‖) ∧
    ((∀ (s : ℝ) (v : EuclideanSpace ℂ n), ‖act (propagator (simHam H T) s) v‖ = ‖v‖) ↔
      (simHam H T).IsHermitian) := by
  refine ⟨fun s v => ?_, norm_conserved_iff _⟩
  have hb : ∀ (M : Matrix n n ℂ) (w : EuclideanSpace ℂ n), ‖act M w‖ ≤ ‖M‖ * ‖w‖ :=
    fun M w => Matrix.l2_opNorm_mulVec M w
  rw [propagator_simHam, act_mul, act_mul]
  calc _ ≤ ‖exp (-T)‖ * ‖act (propagator H s) (act (exp T) v)‖ := hb _ _
    _ = ‖exp (-T)‖ * ‖act (exp T) v‖ := by rw [(norm_conserved_iff H).2 hH s]
    _ ≤ ‖exp (-T)‖ * (‖exp T‖ * ‖v‖) := by gcongr; exact hb _ _
    _ = _ := by ring

/-- The exponential series of a matrix with square zero stops after the linear term. -/
theorem exp_of_sq_zero (T : Matrix n n ℂ) (hT : T * T = 0) : exp T = 1 + T := by
  rw [NormedSpace.exp_eq_tsum ℂ]
  beta_reduce
  rw [tsum_eq_sum (s := Finset.range 2)]
  · simp [Finset.sum_range_succ]
  · intro k hk
    obtain ⟨m, rfl⟩ : ∃ m, k = m + 2 := ⟨k - 2, by simp at hk; omega⟩
    rw [pow_add, pow_two, hT, mul_zero, smul_zero]

/-- In the two-level model with energies 0 and 1 and a single amplitude `t` that takes the upper
basis state to the lower one, the upper basis state propagated with `exp(-T) H exp(T)` has squared
norm `1 + 2 |t|² (1 - cos s)`. -/
theorem two_level_norm (t : ℂ) (s : ℝ) :
    ‖act (propagator (simHam (diagonal ![0, 1]) !![0, t; 0, 0]) s) !₂[0, 1]‖ ^ 2 =
      1 + 2 * ‖t‖ ^ 2 * (1 - Real.cos s) := by
  have hT : !![0, t; 0, 0] * !![0, t; 0, 0] = (0 : Matrix (Fin 2) (Fin 2) ℂ) := by
    ext i j
    fin_cases i <;> fin_cases j <;> simp [Matrix.mul_apply, Fin.sum_univ_succ]
  have hU : propagator (diagonal ![0, 1]) s = diagonal ![1, Complex.exp (-I * s)] := by
    unfold propagator
    rw [← Matrix.diagonal_smul, Matrix.exp_diagonal]
    congr 1
    funext i
    have h := NormedSpace.map_exp (Pi.evalRingHom (fun _ : Fin 2 => ℂ) i)
      (continuous_apply i) ((-I * (s : ℂ)) • ![0, 1])
    refine h.trans ?_
    rw [← Complex.exp_eq_exp_ℂ]
    fin_cases i <;> simp
  have he : Complex.exp (-I * s) = ⟨Real.cos s, -Real.sin s⟩ := by
    apply Complex.ext <;> simp [Complex.exp_re, Complex.exp_im]
  -- the propagated state in components
  have hv : act (propagator (simHam (diagonal ![0, 1]) !![0, t; 0, 0]) s) !₂[0, 1] =
      !₂[t * (1 - Complex.exp (-I * s)), Complex.exp (-I * s)] := by
    rw [propagator_simHam, exp_of_sq_zero _ hT,
      exp_of_sq_zero _ ((neg_mul_neg _ _).trans hT), hU, act_mul, act_mul]
    ext i
    fin_cases i <;> simp [act]
    ring
  rw [hv, EuclideanSpace.norm_sq_eq, Fin.sum_univ_two]
  have h1 : ‖Complex.exp (-I * s)‖ ^ 2 = 1 := by
    rw [he, Complex.sq_norm, Complex.normSq_apply]
    linear_combination Real.sin_sq_add_cos_sq s
  have h2 : ‖1 - Complex.exp (-I * s)‖ ^ 2 = 2 * (1 - Real.cos s) := by
    rw [he, Complex.sq_norm, Complex.normSq_apply]
    simp only [Complex.sub_re, Complex.sub_im, Complex.one_re, Complex.one_im]
    linear_combination Real.sin_sq_add_cos_sq s
  change ‖t * (1 - Complex.exp (-I * s))‖ ^ 2 + ‖Complex.exp (-I * s)‖ ^ 2 = _
  rw [norm_mul, mul_pow, h1, h2]
  ring

end

end CoupledClusterPropagation
```

```lean
#print axioms CoupledClusterPropagation.dressed_norm_conserved
#print axioms CoupledClusterPropagation.bounded_and_conserved_iff
#print axioms CoupledClusterPropagation.two_level_norm
```

```
'CoupledClusterPropagation.dressed_norm_conserved' depends on axioms: [propext, Classical.choice, Quot.sound]
'CoupledClusterPropagation.bounded_and_conserved_iff' depends on axioms: [propext, Classical.choice, Quot.sound]
'CoupledClusterPropagation.two_level_norm' depends on axioms: [propext, Classical.choice, Quot.sound]
```

## Full matrices, fixed amplitudes, all initial states

The theorem `bounded_and_conserved_iff` states the bound and the equivalence. Its only physical hypothesis is `hH : H.IsHermitian`. The finite type `n` labels the basis, `simHam H T` is $\bar H$, `propagator A s` is $e^{-isA}$, and `act` applies a matrix to a vector of `EuclideanSpace ℂ n`. The opened `Matrix.Norms.L2Operator` scope selects the operator norm.

In the proof, `propagator_simHam` moves the similarity transform outside the exponential, and the `calc` block is the chain of inequalities above. `norm_act_iff` turns norm preservation into $U^\dagger U=1$ through Mathlib's adjoint criterion. `norm_conserved_iff` carries out the cancellation with `mul_right_cancel` and compares derivatives by their uniqueness. `dressed_norm_conserved` gives the constant norm of $e^T\psi(s)$. For the model, `exp_of_sq_zero` truncates the series and `two_level_norm` computes the components.

The equivalence concerns all initial states: one trajectory of constant norm does not show that $\bar H$ is Hermitian. In the model, the lower state stays fixed for every $t$.

The theorems concern the exact propagator, not a time-stepping scheme or its rounding errors. They do not treat time-dependent $H$ or $T$, or the separate left state of coupled-cluster theory. Projecting $\bar H$ onto a truncated excitation space can destroy its similarity to a Hermitian matrix, so the bound should not be carried over to such a block without a separate argument.
